# Three energies at distinct positive radii fix one curve $a/r^2-b/r+c$, with its unique minimum at $2a/b$ when $a,b>0$

## Three points worked through

Take the radii $r=\tfrac13,\tfrac12,1$ with energies $0,-3,-2$, in any consistent units. In the inverse radius $x=1/r$ the points sit at $x=3,2,1$, and the curve $a/r^2-b/r+c$ becomes the parabola $ax^2-bx+c$.

The slope between $x=3$ and $x=2$ is $3$, and the slope between $x=2$ and $x=1$ is $-1$. For a parabola, the difference of these slopes is $a$ times the distance between the outer points, so $4=2a$ and $a=2$. The first slope must equal $a(3+2)-b$, which gives $b=7$. The first energy then gives $c=0-18+21=3$.

Completing the square,
$$2x^2-7x+3=2\left(x-\tfrac74\right)^2-\tfrac{25}{8},$$
so the minimum lies at $r=\tfrac47$ with energy $-\tfrac{25}{8}$. It falls between the outer radii, as it must when the middle energy is the lowest.

## Kinetic and exchange energy as powers of $1/r$

For the uniform electron gas, $r$ plays the role of the density parameter $r_s$, the radius of a sphere that holds one electron on average. At fixed spin polarisation, the Hartree–Fock energy per electron of the uniform state, a filled Fermi sphere of plane waves for each spin in a neutralising positive background, has a kinetic term proportional to $1/r_s^2$ and a negative exchange term proportional to $1/r_s$. The coefficients $a$ and $b$ stand for the strengths of these two terms, and $c$ for an offset independent of density. Here all three are free real parameters, to be found from data.

Within this three-parameter model, energies computed at three different densities determine the curve. If the resulting $a$ and $b$ are positive, the radius at its minimum gives an estimate of the equilibrium density, the one with the lowest energy per electron; otherwise the curve has no strict minimum and gives no such estimate. The correlation energy of the electron gas does not have this form, so for correlated energies the curve is only an interpolation.

## Slopes in $1/r$ determine the coefficients

Let $r_1,r_2,r_3$ be distinct positive radii with energies $E_1,E_2,E_3$. Write $x_i=1/r_i$ and $f(r)=a/r^2-b/r+c$, and define the chord slopes
$$d_{ij}=\frac{E_i-E_j}{x_i-x_j}=\frac{r_ir_j(E_i-E_j)}{r_j-r_i}.$$

Suppose that $f$ matches the data. Since $x_i^2-x_j^2=(x_i-x_j)(x_i+x_j)$,
$$d_{12}=a(x_1+x_2)-b,\qquad d_{23}=a(x_2+x_3)-b.$$
Subtracting gives $d_{12}-d_{23}=a(x_1-x_3)$, and therefore
$$a=\frac{d_{12}-d_{23}}{x_1-x_3},\qquad b=a(x_1+x_2)-d_{12},\qquad c=E_1-ax_1^2+bx_1.$$
There is at most one matching triple.

Conversely, define $a,b,c$ by these formulas. The formula for $c$ gives $f(r_1)=E_1$. Next,
$$f(r_1)-f(r_2)=(x_1-x_2)\bigl(a(x_1+x_2)-b\bigr)=(x_1-x_2)d_{12}=E_1-E_2,$$
so $f(r_2)=E_2$. Finally, $a(x_2+x_3)-b=d_{12}-a(x_1-x_3)=d_{23}$, hence $f(r_2)-f(r_3)=(x_2-x_3)d_{23}=E_2-E_3$ and $f(r_3)=E_3$.

## The minimum and its energy

For $a>0$, completing the square gives
$$f(r)=c-\frac{b^2}{4a}+a\left(\frac1r-\frac{b}{2a}\right)^2.$$
If also $b>0$, the square vanishes at the positive radius $r=2a/b$ and at no other. There the energy is $c-b^2/(4a)$, and at every other positive radius it is strictly higher.

## A low middle energy forces $a,b>0$

Let $r_1<r_2<r_3$, so that $x_1>x_2>x_3>0$, and suppose that $f(r_2)$ is below both $f(r_1)$ and $f(r_3)$. From
$$f(r_1)-f(r_2)=(x_1-x_2)\bigl(a(x_1+x_2)-b\bigr)>0,$$
$$f(r_3)-f(r_2)=(x_2-x_3)\bigl(b-a(x_2+x_3)\bigr)>0,$$
it follows that
$$a(x_2+x_3)<b<a(x_1+x_2).$$
Comparing the two ends gives $a(x_1-x_3)>0$, so $a>0$, and then $b>0$ from the left inequality. Moreover $2ax_3<a(x_2+x_3)<b<a(x_1+x_2)<2ax_1$, which rearranges to $r_1<2a/b<r_3$.

This also settles when a strict minimum exists. If $s$ is one, then $f(s)$ is below $f(s/2)$ and $f(2s)$, and the argument applied to $s/2,s,2s$ yields $a,b>0$. Strictness matters: for $a=b=0$ the curve is constant, and every radius is a minimum but none is a strict one.

## The statements in Lean

`fitEnergy a b c r` is $f(r)$, with the minus sign in front of $b$ built in, so an attractive $1/r$ term has positive `b`. `chord` is the slope $d_{ij}$ written in terms of radii, and `fitA`, `fitB`, `fitC` are the three coefficient formulas. `fitA` applies `chord` a second time, to the two slopes.

`IsStrictMinimum a b c s` says that `s` is positive and that its energy is strictly below the energy at every other positive radius. The minimum is thus global on $r>0$ and unique.

The theorems say the following.

- `matches_iff`: at distinct positive radii, a curve matches the three energies exactly when its coefficients are `fitA`, `fitB` and `fitC`.
- `existsUnique_fit`: exactly one triple matches. The triple is the pair `p : ℝ × ℝ × ℝ`, with components `p.1`, `p.2.1` and `p.2.2`. The radii need not be ordered, and the energies are arbitrary reals.
- `minimum_of_pos`: for positive `a` and `b`, the strict minimum is at `2 * a / b`, with the stated energy.
- `pos_of_bracket` and `exists_minimum_iff`: a low middle energy forces positive coefficients, and a strict minimum exists exactly when both are positive.
- `fit_of_bracketing_data`: if the radii are increasing and the middle energy is the lowest, a matching curve has its strict minimum between the outer radii.

The energies are exact numbers and the curve passes through them. Least-squares fits to more points and the propagation of statistical errors are not treated. The bracketing concerns the minimum of the fitted curve, and says nothing about how close that is to the minimum of the energy from which the data were sampled.

## The complete file

```lean
import Mathlib

namespace JelliumThreePointFit

noncomputable section

/-- The energy curve `a/r² - b/r + c` as a function of the density radius `r`. -/
def fitEnergy (a b c r : ℝ) : ℝ := a / r ^ 2 - b / r + c

/-- The slope of the chord through two data points `(r, E)` and `(s, F)`, taken with respect to
the inverse radius. -/
def chord (r s E F : ℝ) : ℝ := r * s * (E - F) / (s - r)

/-- The coefficient of `1/r²` computed from three data points. -/
def fitA (r₁ r₂ r₃ E₁ E₂ E₃ : ℝ) : ℝ :=
  chord r₁ r₃ (chord r₁ r₂ E₁ E₂) (chord r₂ r₃ E₂ E₃)

/-- The coefficient of `-1/r` computed from three data points. -/
def fitB (r₁ r₂ r₃ E₁ E₂ E₃ : ℝ) : ℝ :=
  fitA r₁ r₂ r₃ E₁ E₂ E₃ * (1 / r₁ + 1 / r₂) - chord r₁ r₂ E₁ E₂

/-- The constant term computed from three data points. -/
def fitC (r₁ r₂ r₃ E₁ E₂ E₃ : ℝ) : ℝ :=
  E₁ - fitA r₁ r₂ r₃ E₁ E₂ E₃ / r₁ ^ 2 + fitB r₁ r₂ r₃ E₁ E₂ E₃ / r₁

/-- The positive radius `s` has strictly lower energy than every other positive radius. -/
def IsStrictMinimum (a b c s : ℝ) : Prop :=
  0 < s ∧ ∀ r, 0 < r → r ≠ s → fitEnergy a b c s < fitEnergy a b c r

/-- The chord slope times the difference of inverse radii is the energy difference. -/
theorem chord_mul {r s : ℝ} (hr : 0 < r) (hs : 0 < s) (hrs : r ≠ s) (E F : ℝ) :
    (1 / r - 1 / s) * chord r s E F = E - F := by
  have h : s - r ≠ 0 := sub_ne_zero.2 hrs.symm
  have hr' := hr.ne'
  have hs' := hs.ne'
  unfold chord
  field_simp

/-- On the curve `a/r² - b/r + c` the chord slope between radii `r` and `s` is
`a (1/r + 1/s) - b`. -/
theorem chord_fitEnergy {r s : ℝ} (hr : 0 < r) (hs : 0 < s) (hrs : r ≠ s) (a b c : ℝ) :
    chord r s (fitEnergy a b c r) (fitEnergy a b c s) = a * (1 / r + 1 / s) - b := by
  have h : s - r ≠ 0 := sub_ne_zero.2 hrs.symm
  have hr' := hr.ne'
  have hs' := hs.ne'
  simp only [chord, fitEnergy]
  rw [div_eq_iff h]
  field_simp
  ring

/-- A curve `a/r² - b/r + c` passes through three data points at distinct positive radii exactly
when its coefficients are `fitA`, `fitB` and `fitC`. -/
theorem matches_iff {r₁ r₂ r₃ : ℝ} (h₁ : 0 < r₁) (h₂ : 0 < r₂) (h₃ : 0 < r₃)
    (h₁₂ : r₁ ≠ r₂) (h₂₃ : r₂ ≠ r₃) (h₁₃ : r₁ ≠ r₃) (E₁ E₂ E₃ a b c : ℝ) :
    (fitEnergy a b c r₁ = E₁ ∧ fitEnergy a b c r₂ = E₂ ∧ fitEnergy a b c r₃ = E₃) ↔
      (a = fitA r₁ r₂ r₃ E₁ E₂ E₃ ∧ b = fitB r₁ r₂ r₃ E₁ E₂ E₃ ∧
        c = fitC r₁ r₂ r₃ E₁ E₂ E₃) := by
  constructor
  · -- the chord slopes of the curve give back its coefficients
    rintro ⟨rfl, rfl, rfl⟩
    have hA : fitA r₁ r₂ r₃ (fitEnergy a b c r₁) (fitEnergy a b c r₂)
        (fitEnergy a b c r₃) = a := by
      have h : r₃ - r₁ ≠ 0 := sub_ne_zero.2 h₁₃.symm
      have u₁ : r₁ * (1 / r₁) = 1 := mul_one_div_cancel h₁.ne'
      have u₃ : r₃ * (1 / r₃) = 1 := mul_one_div_cancel h₃.ne'
      rw [fitA, chord_fitEnergy h₁ h₂ h₁₂, chord_fitEnergy h₂ h₃ h₂₃, chord, div_eq_iff h]
      linear_combination a * r₃ * u₁ - a * r₁ * u₃
    have hB : fitB r₁ r₂ r₃ (fitEnergy a b c r₁) (fitEnergy a b c r₂)
        (fitEnergy a b c r₃) = b := by
      rw [fitB, hA, chord_fitEnergy h₁ h₂ h₁₂]
      ring
    refine ⟨hA.symm, hB.symm, ?_⟩
    rw [fitC, hA, hB, fitEnergy]
    ring
  · -- the curve with these coefficients reproduces each energy
    rintro ⟨rfl, rfl, rfl⟩
    have k₁₂ := chord_mul h₁ h₂ h₁₂ E₁ E₂
    have k₂₃ := chord_mul h₂ h₃ h₂₃ E₂ E₃
    have kA : (1 / r₁ - 1 / r₃) * fitA r₁ r₂ r₃ E₁ E₂ E₃ =
        chord r₁ r₂ E₁ E₂ - chord r₂ r₃ E₂ E₃ := chord_mul h₁ h₃ h₁₃ _ _
    simp only [fitEnergy, fitC, fitB]
    refine ⟨by ring, ?_, ?_⟩
    · linear_combination -k₁₂
    · linear_combination -k₁₂ - k₂₃ - (1 / r₃ - 1 / r₂) * kA

/-- Three energies at distinct positive radii determine exactly one triple `(a, b, c)` for which
`a/r² - b/r + c` matches them. -/
theorem existsUnique_fit {r₁ r₂ r₃ : ℝ} (h₁ : 0 < r₁) (h₂ : 0 < r₂) (h₃ : 0 < r₃)
    (h₁₂ : r₁ ≠ r₂) (h₂₃ : r₂ ≠ r₃) (h₁₃ : r₁ ≠ r₃) (E₁ E₂ E₃ : ℝ) :
    ∃! p : ℝ × ℝ × ℝ, fitEnergy p.1 p.2.1 p.2.2 r₁ = E₁ ∧
      fitEnergy p.1 p.2.1 p.2.2 r₂ = E₂ ∧ fitEnergy p.1 p.2.1 p.2.2 r₃ = E₃ := by
  refine ⟨(fitA r₁ r₂ r₃ E₁ E₂ E₃, fitB r₁ r₂ r₃ E₁ E₂ E₃, fitC r₁ r₂ r₃ E₁ E₂ E₃),
    (matches_iff h₁ h₂ h₃ h₁₂ h₂₃ h₁₃ E₁ E₂ E₃ _ _ _).2 ⟨rfl, rfl, rfl⟩, ?_⟩
  rintro ⟨a, b, c⟩ h
  obtain ⟨ha, hb, hc⟩ := (matches_iff h₁ h₂ h₃ h₁₂ h₂₃ h₁₃ E₁ E₂ E₃ a b c).1 h
  rw [ha, hb, hc]

/-- For positive `a` and `b` the curve has its strict global minimum over positive radii at
`2a/b`, with energy `c - b²/(4a)`. -/
theorem minimum_of_pos {a b : ℝ} (ha : 0 < a) (hb : 0 < b) (c : ℝ) :
    IsStrictMinimum a b c (2 * a / b) ∧
      fitEnergy a b c (2 * a / b) = c - b ^ 2 / (4 * a) := by
  have ha' := ha.ne'
  -- complete the square in the inverse radius
  have sq : ∀ r, fitEnergy a b c r =
      c - b ^ 2 / (4 * a) + a * (1 / r - b / (2 * a)) ^ 2 := by
    intro r
    have q₁ : a * (b / (2 * a)) = b / 2 := by field_simp
    have q₂ : a * (b / (2 * a)) ^ 2 = b ^ 2 / (4 * a) := by
      field_simp
      norm_num
    unfold fitEnergy
    linear_combination 2 / r * q₁ - q₂
  have val : fitEnergy a b c (2 * a / b) = c - b ^ 2 / (4 * a) := by
    rw [sq, one_div_div]
    ring
  refine ⟨⟨by positivity, fun r _ hne => ?_⟩, val⟩
  have hx : 1 / r - b / (2 * a) ≠ 0 := by
    intro h
    apply hne
    calc r = 1 / (1 / r) := (one_div_one_div r).symm
      _ = 2 * a / b := by rw [sub_eq_zero.1 h, one_div_div]
  have hpos : 0 < a * (1 / r - b / (2 * a)) ^ 2 := by positivity
  rw [val, sq r]
  linarith

/-- If the curve is lower at a middle radius than at a smaller and at a larger one, then `a` and
`b` are positive and `2a/b` lies between the outer radii. -/
theorem pos_of_bracket {a b c r₁ r₂ r₃ : ℝ} (h₁ : 0 < r₁) (h₁₂ : r₁ < r₂) (h₂₃ : r₂ < r₃)
    (hl : fitEnergy a b c r₂ < fitEnergy a b c r₁)
    (hr : fitEnergy a b c r₂ < fitEnergy a b c r₃) :
    0 < a ∧ 0 < b ∧ r₁ < 2 * a / b ∧ 2 * a / b < r₃ := by
  have h₂ : 0 < r₂ := h₁.trans h₁₂
  have h₃ : 0 < r₃ := h₂.trans h₂₃
  have x₁₂ : 1 / r₂ < 1 / r₁ := one_div_lt_one_div_of_lt h₁ h₁₂
  have x₂₃ : 1 / r₃ < 1 / r₂ := one_div_lt_one_div_of_lt h₂ h₂₃
  have x₃ : 0 < 1 / r₃ := one_div_pos.2 h₃
  -- the two chord slopes have opposite signs
  have s₁ : 0 < a * (1 / r₁ + 1 / r₂) - b := by
    apply (mul_pos_iff_of_pos_left (sub_pos.2 x₁₂)).1
    have e : (1 / r₁ - 1 / r₂) * (a * (1 / r₁ + 1 / r₂) - b) =
        fitEnergy a b c r₁ - fitEnergy a b c r₂ := by unfold fitEnergy; ring
    linarith
  have s₂ : 0 < b - a * (1 / r₂ + 1 / r₃) := by
    apply (mul_pos_iff_of_pos_left (sub_pos.2 x₂₃)).1
    have e : (1 / r₂ - 1 / r₃) * (b - a * (1 / r₂ + 1 / r₃)) =
        fitEnergy a b c r₃ - fitEnergy a b c r₂ := by unfold fitEnergy; ring
    linarith
  have ha : 0 < a := by
    apply (mul_pos_iff_of_pos_left (sub_pos.2 (x₂₃.trans x₁₂))).1
    linarith
  have hb : 0 < b := by
    have : 0 < a * (1 / r₂ + 1 / r₃) := by positivity
    linarith
  have m₁ := mul_lt_mul_of_pos_left x₁₂ ha
  have m₂ := mul_lt_mul_of_pos_left x₂₃ ha
  have b₁ : b < 2 * a / r₁ := by
    have e : 2 * a / r₁ = 2 * (a * (1 / r₁)) := by ring
    linarith
  have b₃ : 2 * a / r₃ < b := by
    have e : 2 * a / r₃ = 2 * (a * (1 / r₃)) := by ring
    linarith
  refine ⟨ha, hb, ?_, ?_⟩
  · rw [lt_div_iff₀ hb]
    linarith [(lt_div_iff₀ h₁).1 b₁]
  · rw [div_lt_iff₀ hb]
    linarith [(div_lt_iff₀ h₃).1 b₃]

/-- The curve has a strict global minimum over positive radii exactly when `a` and `b` are both
positive. -/
theorem exists_minimum_iff (a b c : ℝ) :
    (∃ s, IsStrictMinimum a b c s) ↔ 0 < a ∧ 0 < b := by
  constructor
  · -- compare the minimum with half and with twice its radius
    rintro ⟨s, hs, hmin⟩
    have h := pos_of_bracket (r₁ := s / 2) (r₂ := s) (r₃ := 2 * s) (by linarith)
      (by linarith) (by linarith)
      (hmin (s / 2) (by linarith) (by intro h; linarith))
      (hmin (2 * s) (by linarith) (by intro h; linarith))
    exact ⟨h.1, h.2.1⟩
  · rintro ⟨ha, hb⟩
    exact ⟨_, (minimum_of_pos ha hb c).1⟩

/-- If the middle one of three data points has the lowest energy, some curve `a/r² - b/r + c`
through them has its strict global minimum at `2a/b`, between the outer radii. -/
theorem fit_of_bracketing_data {r₁ r₂ r₃ E₁ E₂ E₃ : ℝ} (h₁ : 0 < r₁) (h₁₂ : r₁ < r₂)
    (h₂₃ : r₂ < r₃) (hl : E₂ < E₁) (hr : E₂ < E₃) :
    ∃ a b c, (fitEnergy a b c r₁ = E₁ ∧ fitEnergy a b c r₂ = E₂ ∧ fitEnergy a b c r₃ = E₃) ∧
      IsStrictMinimum a b c (2 * a / b) ∧ r₁ < 2 * a / b ∧ 2 * a / b < r₃ := by
  have h₂ := h₁.trans h₁₂
  obtain ⟨⟨a, b, c⟩, ⟨e₁, e₂, e₃⟩, -⟩ := existsUnique_fit h₁ h₂ (h₂.trans h₂₃)
    h₁₂.ne h₂₃.ne (h₁₂.trans h₂₃).ne E₁ E₂ E₃
  dsimp only at e₁ e₂ e₃
  obtain ⟨ha, hb, lo, hi⟩ := pos_of_bracket (a := a) (b := b) (c := c) h₁ h₁₂ h₂₃
    (by rw [e₁, e₂]; exact hl) (by rw [e₂, e₃]; exact hr)
  exact ⟨a, b, c, ⟨e₁, e₂, e₃⟩, (minimum_of_pos ha hb c).1, lo, hi⟩

end

end JelliumThreePointFit
```

```lean
#print axioms JelliumThreePointFit.minimum_of_pos
#print axioms JelliumThreePointFit.exists_minimum_iff
#print axioms JelliumThreePointFit.fit_of_bracketing_data
```

```
'JelliumThreePointFit.minimum_of_pos' depends on axioms: [propext, Classical.choice, Quot.sound]
'JelliumThreePointFit.exists_minimum_iff' depends on axioms: [propext, Classical.choice, Quot.sound]
'JelliumThreePointFit.fit_of_bracketing_data' depends on axioms: [propext, Classical.choice, Quot.sound]
```

## How the proof follows the algebra

**Slopes.** `chord_mul` is the defining property $(x_i-x_j)d_{ij}=E_i-E_j$, and `chord_fitEnergy` evaluates the slope on the curve as $a(x_i+x_j)-b$. Both clear denominators with `field_simp`, using that the radii are nonzero and distinct.

**Interpolation.** In the forward half of `matches_iff`, `rintro ⟨rfl, rfl, rfl⟩` replaces each energy by the value of the curve. The facts `hA` and `hB` then recover $a$ and $b$ from the slopes, and $c$ follows by `ring`. In the reverse half, `k₁₂`, `k₂₃` and `kA` are three instances of `chord_mul`, the last one for the difference of slopes. The first energy is matched by `ring`. Each `linear_combination` line names the multiples of these identities that add up to the required equation, which compresses the successive subtractions of the derivation. `existsUnique_fit` takes existence from the reverse half and uniqueness from the forward half.

**Minimum.** Inside `minimum_of_pos`, the fact `sq` is the completed square and `val` evaluates it at $2a/b$. For any other radius, `hx` shows that the bracket is nonzero: if it vanished, inverting $1/r=b/(2a)$ would give $r=2a/b$. The squared term is then positive, and `linarith` finishes.

**Bracketing.** In `pos_of_bracket`, `s₁` and `s₂` are the two inequalities around $b$. Each comes from factoring an energy difference and cancelling the positive factor $x_1-x_2$ or $x_2-x_3$. The signs of `a` and `b` follow as above, and `b₁` and `b₃` are the bounds $b<2a/r_1$ and $2a/r_3<b$, which are finally rearranged into bounds on $2a/b$.

**Consequences.** `exists_minimum_iff` feeds the radii `s / 2`, `s` and `2 * s` into the bracketing theorem for one direction and uses `minimum_of_pos` for the other. `fit_of_bracketing_data` takes the matching curve from `existsUnique_fit`, rewrites the assumed energy inequalities as inequalities for that curve, and applies the bracketing and minimum theorems.
